# On a finite periodic Bravais lattice with at most two particles per site, the structure factor per particle averages to 1 + 2D/N over all wavevectors

To get the double occupancy of a Hubbard cluster from its density structure factor $S(q)=|\sum_x n_x e^{iq\cdot x}|^2/N$, with $n_x$ electrons on site $x$ and $N$ in total, I average $S(q)$ over the wavevectors, subtract one and halve the result. This should give $D/N$, the number of doubly occupied sites per electron. For a snapshot of a 4×4 periodic cluster with 16 electrons and two doubly occupied sites, it should therefore give 0.125. I set $S(0)$ to zero, because that point only tells me how many electrons there are, and I get $-0.375$. Why does such an uninformative point matter, and why does an average over wavevectors know about a single-site quantity in the first place?

## The zero wavevector carries N/L of the average

The average over all wavevectors removes every correlation between different sites and keeps only $\sum_x n_x^2/N$, in which each term belongs to a single site. The zero wavevector is one of the terms needed for that cancellation. Its value is $S(0)=N$, so on $L$ sites it contributes $N/L$ to the average. In your snapshot $N/L=1$: the full average is 1.25, and you were left with 0.25.

### From density modes to doubly occupied sites

Let the sites form a finite abelian group $G$ with $L$ elements, as the sites of a periodic cluster with one site per unit cell do. A wavevector is a character $c$, a map from $G$ to the nonzero complex numbers with $c(x+y)=c(x)c(y)$. On a periodic cluster this is $c(x)=e^{iq\cdot x}$ for an allowed $q$. Since $G$ is finite, $|c(x)|=1$ and $c(-x)=\overline{c(x)}$, and there are exactly $L$ characters.

Let $n_x\in\{0,1,2\}$ be the occupations, $N=\sum_x n_x>0$ their total and $D$ the number of sites with $n_x=2$. Define

$$\rho_c=\sum_x n_x c(x),\qquad S(c)=\frac{|\rho_c|^2}{N}.$$

Expanding the square gives

$$|\rho_c|^2=\sum_{x,y}n_x n_y\,c(x)\overline{c(y)}=\sum_{x,y}n_x n_y\,c(x-y).$$

Now sum over $c$. For $z=0$ every $c(z)$ is 1, so $\sum_c c(z)=L$. For $z\neq0$ some character $c_0$ has $c_0(z)\neq1$. Multiplication by $c_0$ only permutes the characters, so $\sum_c c(z)=c_0(z)\sum_c c(z)$, and the sum vanishes. Only the terms with $x=y$ survive:

$$\frac1L\sum_c|\rho_c|^2=\sum_x n_x^2.$$

For occupations 0, 1 and 2 the squares are 0, 1 and 4. Thus $n_x^2$ equals $n_x$, plus 2 if the site is doubly occupied, and $\sum_x n_x^2=N+2D$. Dividing by $N$ gives

$$\frac1L\sum_c S(c)=1+\frac{2D}{N}.$$

### Reading D from sampled configurations

In a variational Monte Carlo run at fixed $N$, each sampled configuration supplies the numbers $n_x$. A discrete Fourier transform gives $\rho_c$, and $|\rho_c|^2/N$ is accumulated for every $c$. With $\bar S$ the sample mean averaged over all $L$ wavevectors, the mean double occupancy is $N(\bar S-1)/2$. Multiplied by the on-site repulsion $U$, this is the sampled interaction energy of the single-band Hubbard model. Since $D$ can also be counted directly from the $n_x$, the rule serves here as a check on the accumulated structure factor.

In your snapshot the sixteen values of $S$ add up to 20. Their average is 1.25, and $D=16\cdot0.25/2=2$. If the stored data lack the zero wavevector but $N$ is known, put $S(0)=N$ back before averaging.

If $N$ is unknown as well, the remaining wavevectors may not suffice. One particle on every site and two particles on every site both give $S(c)=0$ at each nonzero wavevector, yet $D=0$ in the first case and $D=L$ in the second.

### What the Lean statements say

The lattice is a type `G` with `AddCommGroup G` and `Fintype G`. An occupation pattern is `n : G → ℕ`, and `AddChar G ℂ` is the set of wavevectors, with `0` as the zero wavevector. The quantities $N$, $D$, $\rho_c$ and $S(c)$ are `particleNumber`, `doubleOccupancy`, `densityMode` and `structureFactor`. No mean density is subtracted, so $S(0)=N$ is retained. `characterAverage` divides by the number of characters.

The hypothesis `∀ x, n x ≤ 2` stands for the Pauli principle with one spatial orbital per site and two spin states. It is assumed, not derived from fermionic operators.

- `structureFactor_sum_rule` is the identity above for one configuration with `0 < particleNumber n`, and `doubleOccupancy_per_particle` solves it for $D/N$.
- `ensemble_sum_rule` treats a finite family of configurations `n i` with common particle number `N` and weights `w i` that add up to one. The weighted structure factor then gives the weighted double occupancy.
- `doubleOccupancy_determined` says that two patterns with equal $|\rho_c|$ at all wavevectors have the same $N$ and the same $D$. It uses unnormalised modes, so the empty lattice is allowed. If $S$ is given instead and $N>0$, then $S(0)=N$ and $|\rho_c|^2=N\,S(c)$ supply the same data.
- `nonzero_wavevectors_insufficient` is the comparison of the two uniform fillings. On a single site there is no nonzero wavevector, and its first part has nothing to compare.

For a quantum state with fixed $N$, take `w i` to be the probability of finding occupation pattern `n i`. Site densities are diagonal in the occupation basis, so the weighted sum is the expectation value of the structure factor. No Hamiltonian enters, and the rule therefore applies to interacting and non-interacting states alike on a finite periodic lattice with one site per unit cell and one orbital per site. A honeycomb cluster, with two sites per cell, has only half as many allowed wavevectors as sites and is not covered. It is a lattice identity, not a statement about the continuum electron gas, and the ensemble version does not treat a fluctuating particle number.

```lean
import Mathlib

open Finset ComplexConjugate

namespace StructureFactorSumRule

noncomputable section

variable {G : Type*} [AddCommGroup G] [Fintype G]

/-- The total number of particles, the sum of all site occupations. -/
def particleNumber (n : G → ℕ) : ℕ := ∑ x, n x

/-- The number of sites that hold exactly two particles. -/
def doubleOccupancy (n : G → ℕ) : ℕ := (univ.filter (fun x => n x = 2)).card

/-- The Fourier component of the density at the wavevector given by the character `c`. -/
def densityMode (n : G → ℕ) (c : AddChar G ℂ) : ℂ := ∑ x, (n x : ℂ) * c x

/-- The static structure factor per particle of an occupation pattern, for a nonzero
number of particles. -/
def structureFactor (n : G → ℕ) (c : AddChar G ℂ) : ℝ :=
  ‖densityMode n c‖ ^ 2 / particleNumber n

/-- The average of a function of the wavevector over all characters of the lattice. -/
def characterAverage (F : AddChar G ℂ → ℝ) : ℝ :=
  (∑ c, F c) / Fintype.card (AddChar G ℂ)

/-- Parseval's identity on the lattice: the squared Fourier amplitudes of a complex function
add up to the number of sites times the sum of its squared moduli. -/
theorem parseval (f : G → ℂ) :
    ∑ c : AddChar G ℂ, ‖∑ x, f x * c x‖ ^ 2 = Fintype.card G * ∑ x, ‖f x‖ ^ 2 := by
  classical
  -- expand the squared modulus as a double sum over sites
  have key : ∀ c : AddChar G ℂ, ((‖∑ x, f x * c x‖ : ℝ) : ℂ) ^ 2
      = ∑ x, ∑ y, f x * conj (f y) * c (x - y) := by
    intro c
    rw [← Complex.mul_conj', map_sum, Finset.sum_mul_sum]
    refine Finset.sum_congr rfl fun x _ => Finset.sum_congr rfl fun y _ => ?_
    rw [sub_eq_add_neg, AddChar.map_add_eq_mul, AddChar.map_neg_eq_conj, map_mul]
    ring
  -- the sum over characters leaves only coinciding sites
  have orth : ∀ x y : G, ∑ c : AddChar G ℂ, f x * conj (f y) * c (x - y)
      = if x = y then f x * conj (f y) * (Fintype.card G : ℂ) else 0 := by
    intro x y
    rw [← Finset.mul_sum, AddChar.sum_apply_eq_ite]
    simp only [sub_eq_zero, mul_ite, mul_zero]
  apply Complex.ofReal_injective
  push_cast
  rw [Finset.sum_congr rfl fun c _ => key c, Finset.sum_comm, Finset.mul_sum]
  refine Finset.sum_congr rfl fun x _ => ?_
  rw [Finset.sum_comm, Finset.sum_congr rfl fun y _ => orth x y, ← Complex.mul_conj']
  simp only [Finset.sum_ite_eq, Finset.mem_univ, if_true]
  ring

omit [AddCommGroup G] in
/-- If no site holds more than two particles, the squared occupations add up to the particle
number plus twice the number of doubly occupied sites. -/
theorem sum_sq_occupation (n : G → ℕ) (h : ∀ x, n x ≤ 2) :
    ∑ x, n x ^ 2 = particleNumber n + 2 * doubleOccupancy n := by
  unfold particleNumber doubleOccupancy
  rw [Finset.card_filter, Finset.mul_sum, ← Finset.sum_add_distrib]
  refine Finset.sum_congr rfl fun x _ => ?_
  have hx := h x
  generalize n x = k at hx ⊢
  interval_cases k <;> simp

/-- If no site holds more than two particles, the squared modulus of the density mode,
averaged over all wavevectors, is the particle number plus twice the double occupancy. -/
theorem average_density_power (n : G → ℕ) (h : ∀ x, n x ≤ 2) :
    characterAverage (fun c => ‖densityMode n c‖ ^ 2)
      = (particleNumber n : ℝ) + 2 * doubleOccupancy n := by
  have hP := parseval (fun x => (n x : ℂ))
  have hs : ∑ x, ‖(n x : ℂ)‖ ^ 2 = (particleNumber n : ℝ) + 2 * doubleOccupancy n := by
    simp only [Complex.norm_natCast]
    exact_mod_cast sum_sq_occupation n h
  have hL : (Fintype.card G : ℝ) ≠ 0 := Nat.cast_ne_zero.mpr Fintype.card_ne_zero
  unfold characterAverage densityMode
  rw [AddChar.card_eq, hP, hs, mul_div_cancel_left₀ _ hL]

/-- The structure-factor sum rule: for a nonzero number `N` of particles, at most two per site,
the structure factor averaged over all wavevectors is `1 + 2 D / N`, with `D` the number of
doubly occupied sites. -/
theorem structureFactor_sum_rule (n : G → ℕ) (h : ∀ x, n x ≤ 2)
    (hN : 0 < particleNumber n) :
    characterAverage (structureFactor n)
      = 1 + 2 * (doubleOccupancy n : ℝ) / particleNumber n := by
  have hN' : (particleNumber n : ℝ) ≠ 0 := Nat.cast_ne_zero.mpr hN.ne'
  -- the normalisation by the particle number comes out of the average
  have hdiv : characterAverage (structureFactor n)
      = characterAverage (fun c => ‖densityMode n c‖ ^ 2) / particleNumber n := by
    unfold characterAverage structureFactor
    rw [← Finset.sum_div, div_right_comm]
  rw [hdiv, average_density_power n h, add_div, div_self hN']

/-- For a nonzero number of particles, at most two per site, the number of doubly occupied
sites per particle is half the excess of the averaged structure factor over one. -/
theorem doubleOccupancy_per_particle (n : G → ℕ) (h : ∀ x, n x ≤ 2)
    (hN : 0 < particleNumber n) :
    (doubleOccupancy n : ℝ) / particleNumber n
      = (characterAverage (structureFactor n) - 1) / 2 := by
  rw [structureFactor_sum_rule n h hN]
  ring

/-- The sum rule for an ensemble: for configurations with the same nonzero particle number, at
most two particles per site and weights adding up to one, the weighted structure factor obeys
the sum rule with the weighted double occupancy. -/
theorem ensemble_sum_rule {ι : Type*} [Fintype ι] (w : ι → ℝ) (n : ι → G → ℕ) (N : ℕ)
    (hw : ∑ i, w i = 1) (h : ∀ i x, n i x ≤ 2) (hn : ∀ i, particleNumber (n i) = N)
    (hN : 0 < N) :
    characterAverage (fun c => ∑ i, w i * structureFactor (n i) c)
      = 1 + 2 * (∑ i, w i * (doubleOccupancy (n i) : ℝ)) / N := by
  -- averaging over wavevectors commutes with the ensemble average
  have hlin : characterAverage (fun c => ∑ i, w i * structureFactor (n i) c)
      = ∑ i, w i * characterAverage (structureFactor (n i)) := by
    unfold characterAverage
    rw [Finset.sum_comm, Finset.sum_div]
    refine Finset.sum_congr rfl fun i _ => ?_
    rw [← Finset.mul_sum, mul_div_assoc]
  have hterm : ∀ i, w i * characterAverage (structureFactor (n i))
      = w i + 2 / (N : ℝ) * (w i * (doubleOccupancy (n i) : ℝ)) := by
    intro i
    rw [structureFactor_sum_rule (n i) (h i) (by rw [hn i]; exact hN), hn i]
    ring
  rw [hlin, Finset.sum_congr rfl fun i _ => hterm i, Finset.sum_add_distrib, hw,
    ← Finset.mul_sum]
  ring

/-- The density mode at zero wavevector is the particle number. -/
theorem densityMode_zero (n : G → ℕ) :
    densityMode n (0 : AddChar G ℂ) = (particleNumber n : ℂ) := by
  simp [densityMode, particleNumber]

/-- Two occupation patterns with at most two particles per site whose density modes have equal
moduli at all wavevectors, zero included, have the same particle number and the same number of
doubly occupied sites. -/
theorem doubleOccupancy_determined (n m : G → ℕ) (hn : ∀ x, n x ≤ 2) (hm : ∀ x, m x ≤ 2)
    (h : ∀ c : AddChar G ℂ, ‖densityMode n c‖ = ‖densityMode m c‖) :
    particleNumber n = particleNumber m ∧ doubleOccupancy n = doubleOccupancy m := by
  -- the zero wavevector fixes the particle number
  have hN : particleNumber n = particleNumber m := by
    have h0 := h 0
    rw [densityMode_zero, densityMode_zero, Complex.norm_natCast, Complex.norm_natCast] at h0
    exact_mod_cast h0
  -- the average over all wavevectors then fixes the double occupancy
  have hA := average_density_power n hn
  simp only [h] at hA
  rw [average_density_power m hm] at hA
  have hD : particleNumber m + 2 * doubleOccupancy m
      = particleNumber n + 2 * doubleOccupancy n := by exact_mod_cast hA
  exact ⟨hN, by omega⟩

/-- Uniform single filling and uniform double filling have the same structure factor at every
nonzero wavevector, yet the first has no doubly occupied site and in the second every site is
doubly occupied. -/
theorem nonzero_wavevectors_insufficient :
    (∀ c : AddChar G ℂ, c ≠ 0 →
      structureFactor (fun _ : G => 1) c = structureFactor (fun _ : G => 2) c) ∧
    doubleOccupancy (fun _ : G => 1) = 0 ∧
    doubleOccupancy (fun _ : G => 2) = Fintype.card G := by
  refine ⟨fun c hc => ?_, by simp [doubleOccupancy], by simp [doubleOccupancy]⟩
  -- a uniform density has no Fourier component at nonzero wavevector
  have hs : ∑ x, c x = 0 := AddChar.sum_eq_zero_of_ne_one hc
  have hk : ∀ k : ℕ, densityMode (fun _ : G => k) c = 0 := by
    intro k
    unfold densityMode
    rw [← Finset.mul_sum, hs, mul_zero]
  simp [structureFactor, hk]

end

end StructureFactorSumRule
```

```lean
#print axioms StructureFactorSumRule.structureFactor_sum_rule
-- 'StructureFactorSumRule.structureFactor_sum_rule' depends on axioms: [propext, Classical.choice, Quot.sound]
#print axioms StructureFactorSumRule.doubleOccupancy_per_particle
-- 'StructureFactorSumRule.doubleOccupancy_per_particle' depends on axioms: [propext, Classical.choice, Quot.sound]
#print axioms StructureFactorSumRule.doubleOccupancy_determined
-- 'StructureFactorSumRule.doubleOccupancy_determined' depends on axioms: [propext, Classical.choice, Quot.sound]
#print axioms StructureFactorSumRule.nonzero_wavevectors_insufficient
-- 'StructureFactorSumRule.nonzero_wavevectors_insufficient' depends on axioms: [propext, Classical.choice, Quot.sound]
```

### Where the steps sit in the code

`parseval` proves the orthogonality step for any complex function `f`. Inside it, `key` expands the squared modulus into the double sum with `c (x - y)`, and `orth` sums over the characters, leaving only `x = y`. The identity is between real numbers, and `Complex.ofReal_injective` lets the calculation run in the complex numbers, where the characters take their values.

`sum_sq_occupation` is the count $\sum_x n_x^2=N+2D$. It writes $D$ as a sum over sites, compares the two sides site by site, and uses `interval_cases k` to go through the occupations 0, 1 and 2.

`average_density_power` joins these two results. `AddChar.card_eq` identifies the number of characters with the number of sites, so the factor $L$ from Parseval's identity cancels. In `structureFactor_sum_rule`, the step `hdiv` takes $1/N$ out of the average, and the rest is division of $N+2D$ by $N$.

For the ensemble, `hlin` exchanges the average over wavevectors with the weighted sum over configurations. `hterm` applies the sum rule to each configuration, and `hw` turns the sum of the weights into the leading 1.

In `doubleOccupancy_determined`, the hypothesis at `0` and `densityMode_zero` give equal particle numbers. The average over all wavevectors gives equal values of $N+2D$, and `omega` concludes that the double occupancies agree. In the last theorem, `hs` says that a nonzero character sums to zero over the lattice, and `hk` concludes that every uniform density has a vanishing mode there.
